# The alignment ⟨P₂(cos θ)⟩ of a rigid, non-interacting classical dipole grows as (μE/kT)²/15 in a weak field

A rigid dipole μ in a uniform field E has energy −μE cos θ, where θ is its angle to the field. Write t = cos θ and x = μE/kT, so that at temperature T the density of t on [−1, 1] is proportional to exp(xt). The mean of t is the Langevin function

L(x) = cosh x / sinh x − 1/x,

and the alignment S(x) is the mean of P₂(t) = (3t² − 1)/2.

I have seen the formula S = 1 − 3L(x)/x, and it puzzles me. In a weak field L(x) ≈ x/3, and putting that in gives S = 0. Does a weak field orient the dipoles without aligning them? And since P₂ goes down to −1/2 for a dipole perpendicular to the field, could S be slightly negative?

## Why the first term cancels

A weak field does align them, but only at second order, and S is positive for every x > 0. P₂ is even in t, so only the even part of exp(xt), which is cosh(xt), contributes to its average. That part has no term linear in x, and it favours both ends of the interval over the middle. Your estimate stops one term too early: L(x) = x/3 − x³/45 + …, and the cubic term gives S ≈ x²/15.

The closed form needs two integrals. For x ≠ 0,

∫ exp(xt) dt = (eˣ − e⁻ˣ)/x = 2 sinh x / x,

with t from −1 to 1. Integrating by parts twice gives an antiderivative of P₂(t) exp(xt):

exp(xt) · [(3t² − 1)/(2x) − 3t/x² + 3/x³].

Its value at t = 1 minus its value at t = −1 is

eˣ(1/x − 3/x² + 3/x³) − e⁻ˣ(1/x + 3/x² + 3/x³) = 2N(x)/x³,

N(x) = (x² + 3) sinh x − 3x cosh x.

Dividing by the first integral,

S(x) = N(x)/(x² sinh x) = 1 + 3/x² − 3 cosh x/(x sinh x) = 1 − 3L(x)/x.

## Bounds that settle the sign

Let x > 0 and C(x) = x cosh x − sinh x. Each inequality below comes from a function that vanishes at 0 and has a positive derivative for x > 0. First,

(C − x³/3)′ = x(sinh x − x) > 0, so C > x³/3.

Since N′ = xC,

(N − x⁵/15)′ = x(C − x³/3) > 0, so N > x⁵/15.

For an upper bound, set D(x) = (4x² sinh x + x³ cosh x)/15 − C(x). Then

D′ = x(x² sinh x + 7C)/15 > 0, so D > 0,

(x⁴ sinh x/15 − N)′ = xD > 0, so N < x⁴ sinh x/15.

Divide both bounds on N by x² sinh x. In the lower one, C > 0 means sinh x < x cosh x, which gives

x²/(15 cosh x) < S(x) < x²/15.

So S > 0. Since C > 0, we also have N = x² sinh x − 3C < x² sinh x, hence S < 1.

Dividing the bounds by x² and letting x → 0⁺ squeezes S/x² to 1/15. In a strong field, cosh x = sinh x + e⁻ˣ gives

x(1 − S(x)) = 3L(x) = 3(1 + e⁻ˣ/sinh x − 1/x) → 3.

## The same quantities in Lean

`boltzmannAverage x f` is the quotient of two integrals over t from −1 to 1. The measure is dt because the solid angle is sin θ dθ dφ, and the constant from φ cancels. `legendreP2` is P₂, and `orderParameter x` is S(x), the average of P₂. `langevin` is defined separately by its hyperbolic formula, so `orderParameter_eq_langevin` equates a ratio of integrals with an explicit function, for every real x ≠ 0. That L(x) is also the mean of t is standard, but is neither used nor proved in the code.

For x > 0, `orderParameter_bounds` states the two-sided estimate and `orderParameter_mem_Ioo` states 0 < S < 1. In `weak_field_limit`, `𝓝[>] 0` means that x approaches zero from above; in `strong_field_limit`, `atTop` means x → ∞.

The variable x is a plain real number. What links it to a molecule is the assumption that the molecule's orientation really follows the density exp(xt) with x = μE/kT. This describes a classical permanent dipole without induced moment or interactions with neighbours; in a liquid, the field acting on a molecule is not simply the applied one.

```lean
import Mathlib

open Real Filter Topology

namespace FieldAlignment

noncomputable section

/-- The average of `f (cos θ)` over dipole orientations with Boltzmann weight `exp (x cos θ)`, where
`t = cos θ` runs over `[-1, 1]` and `x` stands for `μE/kT`, so the energy is `-x t` in units of
`kT`. -/
def boltzmannAverage (x : ℝ) (f : ℝ → ℝ) : ℝ :=
  (∫ t in (-1 : ℝ)..1, f t * exp (x * t)) / ∫ t in (-1 : ℝ)..1, exp (x * t)

/-- The second Legendre polynomial, `(3 t² - 1) / 2`. -/
def legendreP2 (t : ℝ) : ℝ := (3 * t ^ 2 - 1) / 2

/-- The alignment of the dipoles: the Boltzmann average of the second Legendre polynomial. -/
def orderParameter (x : ℝ) : ℝ := boltzmannAverage x legendreP2

/-- The Langevin function `coth x - 1 / x`, for `x ≠ 0`. -/
def langevin (x : ℝ) : ℝ := cosh x / sinh x - 1 / x

/-- The Boltzmann factor `exp (x t)` has derivative `x exp (x t)` in `t`. -/
lemma hasDerivAt_boltzmann (x t : ℝ) :
    HasDerivAt (fun t : ℝ => exp (x * t)) (exp (x * t) * x) t :=
  (((hasDerivAt_id' t).const_mul x).exp).congr_deriv (by ring)

/-- The orientational partition integral is `2 sinh x / x` for `x ≠ 0`. -/
theorem partition_integral {x : ℝ} (hx : x ≠ 0) :
    ∫ t in (-1 : ℝ)..1, exp (x * t) = 2 * sinh x / x := by
  have hF : ∀ t : ℝ, HasDerivAt (fun t : ℝ => exp (x * t) / x) (exp (x * t)) t := fun t =>
    ((hasDerivAt_boltzmann x t).div_const x).congr_deriv (mul_div_cancel_right₀ _ hx)
  have hint : IntervalIntegrable (fun t : ℝ => exp (x * t)) MeasureTheory.volume (-1) 1 :=
    Continuous.intervalIntegrable (by fun_prop) _ _
  rw [intervalIntegral.integral_eq_sub_of_hasDerivAt (fun t _ => hF t) hint, Real.sinh_eq]
  simp only [mul_one, mul_neg]
  ring

/-- The integral of the second Legendre polynomial against the Boltzmann factor,
for `x ≠ 0`. -/
theorem legendre_integral {x : ℝ} (hx : x ≠ 0) :
    ∫ t in (-1 : ℝ)..1, legendreP2 t * exp (x * t) =
      2 * ((x ^ 2 + 3) * sinh x - 3 * x * cosh x) / x ^ 3 := by
  simp only [legendreP2]
  -- the antiderivative found by integrating by parts twice
  have hF : ∀ t : ℝ, HasDerivAt
      (fun t : ℝ => exp (x * t) * ((3 * t ^ 2 - 1) / (2 * x) - 3 * t / x ^ 2 + 3 / x ^ 3))
      ((3 * t ^ 2 - 1) / 2 * exp (x * t)) t := by
    intro t
    have h2 : HasDerivAt (fun t : ℝ => t ^ 2) (2 * t) t := by
      simpa using hasDerivAt_pow 2 t
    have hq := ((((h2.const_mul (3 : ℝ)).sub_const 1).div_const (2 * x)).fun_sub
      (((hasDerivAt_id' t).const_mul (3 : ℝ)).div_const (x ^ 2))).add_const (3 / x ^ 3)
    refine ((hasDerivAt_boltzmann x t).fun_mul hq).congr_deriv ?_
    generalize exp (x * t) = e
    field_simp
    ring
  have hint : IntervalIntegrable (fun t : ℝ => (3 * t ^ 2 - 1) / 2 * exp (x * t))
      MeasureTheory.volume (-1) 1 := Continuous.intervalIntegrable (by fun_prop) _ _
  rw [intervalIntegral.integral_eq_sub_of_hasDerivAt (fun t _ => hF t) hint,
    Real.sinh_eq, Real.cosh_eq]
  simp only [mul_one, mul_neg]
  generalize exp x = a
  generalize exp (-x) = b
  field_simp
  ring

/-- The alignment as a single quotient of hyperbolic functions, for `x ≠ 0`. -/
theorem orderParameter_eq_quotient {x : ℝ} (hx : x ≠ 0) :
    orderParameter x = ((x ^ 2 + 3) * sinh x - 3 * x * cosh x) / (x ^ 2 * sinh x) := by
  have hs : sinh x ≠ 0 := mt Real.sinh_eq_zero.1 hx
  rw [orderParameter, boltzmannAverage, legendre_integral hx, partition_integral hx]
  field_simp

/-- For `x ≠ 0` the alignment is `1 - 3 L(x) / x`, with `L` the Langevin function. -/
theorem orderParameter_eq_langevin {x : ℝ} (hx : x ≠ 0) :
    orderParameter x = 1 - 3 * langevin x / x := by
  have hs : sinh x ≠ 0 := mt Real.sinh_eq_zero.1 hx
  rw [orderParameter_eq_quotient hx, langevin]
  field_simp
  ring

/-- A differentiable function on the real line that vanishes at zero and has a positive derivative
at every positive point is positive at every positive point. -/
lemma pos_of_hasDerivAt {f f' : ℝ → ℝ} (h0 : f 0 = 0) (hd : ∀ y, HasDerivAt f (f' y) y)
    (hp : ∀ y, 0 < y → 0 < f' y) {x : ℝ} (hx : 0 < x) : 0 < f x := by
  have hm : StrictMonoOn f (Set.Ici 0) :=
    strictMonoOn_of_deriv_pos (convex_Ici 0)
      (fun y _ => (hd y).continuousAt.continuousWithinAt)
      (fun y hy => by
        rw [interior_Ici] at hy
        rw [(hd y).deriv]
        exact hp y hy)
  have h := hm (Set.mem_Ici.2 le_rfl) (Set.mem_Ici.2 hx.le) hx
  linarith

/-- For `x > 0`, `x cosh x - sinh x` exceeds `x³ / 3`. -/
lemma cubic_lt {x : ℝ} (hx : 0 < x) : x ^ 3 / 3 < x * cosh x - sinh x := by
  have h := pos_of_hasDerivAt (f := fun y => y * cosh y - sinh y - y ^ 3 / 3)
    (f' := fun y => y * (sinh y - y)) (by simp)
    (fun y => ((((hasDerivAt_id' y).fun_mul (Real.hasDerivAt_cosh y)).fun_sub
      (Real.hasDerivAt_sinh y)).fun_sub ((hasDerivAt_pow 3 y).div_const 3)).congr_deriv
      (by push_cast; ring))
    (fun y hy => mul_pos hy (sub_pos.2 (Real.self_lt_sinh_iff.2 hy))) hx
  linarith

/-- For `x > 0`, the numerator of the alignment lies strictly between `x⁵ / 15` and
`x⁴ sinh x / 15`. -/
lemma numerator_bounds {x : ℝ} (hx : 0 < x) :
    x ^ 5 / 15 < (x ^ 2 + 3) * sinh x - 3 * x * cosh x ∧
      (x ^ 2 + 3) * sinh x - 3 * x * cosh x < x ^ 4 * sinh x / 15 := by
  have hN : ∀ y : ℝ, HasDerivAt (fun y => (y ^ 2 + 3) * sinh y - 3 * y * cosh y)
      (y * (y * cosh y - sinh y)) y := fun y =>
    ((((hasDerivAt_pow 2 y).add_const 3).fun_mul (Real.hasDerivAt_sinh y)).fun_sub
      (((hasDerivAt_id' y).const_mul (3 : ℝ)).fun_mul (Real.hasDerivAt_cosh y))).congr_deriv
      (by push_cast; ring)
  constructor
  · have h := pos_of_hasDerivAt
      (f := fun y => (y ^ 2 + 3) * sinh y - 3 * y * cosh y - y ^ 5 / 15)
      (f' := fun y => y * (y * cosh y - sinh y - y ^ 3 / 3)) (by simp)
      (fun y => ((hN y).fun_sub ((hasDerivAt_pow 5 y).div_const 15)).congr_deriv
        (by push_cast; ring))
      (fun y hy => mul_pos hy (sub_pos.2 (cubic_lt hy))) hx
    linarith
  · -- the derivative of the difference is `y` times a function treated in the same way
    have h1 : ∀ y : ℝ, 0 < y →
        0 < (4 * y ^ 2 * sinh y + y ^ 3 * cosh y) / 15 - (y * cosh y - sinh y) := fun y hy =>
      pos_of_hasDerivAt
        (f := fun y => (4 * y ^ 2 * sinh y + y ^ 3 * cosh y) / 15 - (y * cosh y - sinh y))
        (f' := fun y => y * (y ^ 2 * sinh y + 7 * (y * cosh y - sinh y)) / 15) (by simp)
        (fun y => ((((((hasDerivAt_pow 2 y).const_mul (4 : ℝ)).fun_mul
          (Real.hasDerivAt_sinh y)).fun_add ((hasDerivAt_pow 3 y).fun_mul
          (Real.hasDerivAt_cosh y))).div_const 15).fun_sub
          (((hasDerivAt_id' y).fun_mul (Real.hasDerivAt_cosh y)).fun_sub
          (Real.hasDerivAt_sinh y))).congr_deriv (by push_cast; ring))
        (fun y hy => by
          have hs : 0 < sinh y := Real.sinh_pos_iff.2 hy
          have hc : 0 < y * cosh y - sinh y := lt_trans (by positivity) (cubic_lt hy)
          positivity) hy
    have h := pos_of_hasDerivAt
      (f := fun y => y ^ 4 * sinh y / 15 - ((y ^ 2 + 3) * sinh y - 3 * y * cosh y))
      (f' := fun y => y * ((4 * y ^ 2 * sinh y + y ^ 3 * cosh y) / 15
        - (y * cosh y - sinh y))) (by simp)
      (fun y => ((((hasDerivAt_pow 4 y).fun_mul (Real.hasDerivAt_sinh y)).div_const
        15).fun_sub (hN y)).congr_deriv (by push_cast; ring))
      (fun y hy => mul_pos hy (h1 y hy)) hx
    linarith

/-- For `x > 0` the alignment lies strictly between `x² / (15 cosh x)` and `x² / 15`. -/
theorem orderParameter_bounds {x : ℝ} (hx : 0 < x) :
    x ^ 2 / (15 * cosh x) < orderParameter x ∧ orderParameter x < x ^ 2 / 15 := by
  have hs : 0 < sinh x := Real.sinh_pos_iff.2 hx
  have hc : 0 < cosh x := Real.cosh_pos x
  have hd : 0 < x ^ 2 * sinh x := by positivity
  obtain ⟨hl, hu⟩ := numerator_bounds hx
  rw [orderParameter_eq_quotient hx.ne']
  constructor
  · have h3 : 0 < x ^ 3 / 3 := by positivity
    have hsc : sinh x < x * cosh x := by linarith [cubic_lt hx]
    have ha := mul_lt_mul_of_pos_left hsc (show 0 < x ^ 4 by positivity)
    have hb := mul_lt_mul_of_pos_right hl (show 0 < 15 * cosh x by positivity)
    rw [div_lt_div_iff₀ (by positivity) hd]
    linarith
  · rw [div_lt_iff₀ hd]
    linarith

/-- For `x > 0` the alignment lies strictly between 0 and 1. -/
theorem orderParameter_mem_Ioo {x : ℝ} (hx : 0 < x) :
    0 < orderParameter x ∧ orderParameter x < 1 := by
  have hs : 0 < sinh x := Real.sinh_pos_iff.2 hx
  have hc : 0 < cosh x := Real.cosh_pos x
  refine ⟨lt_trans (by positivity) (orderParameter_bounds hx).1, ?_⟩
  have h3 : 0 < x ^ 3 / 3 := by positivity
  rw [orderParameter_eq_quotient hx.ne', div_lt_one (by positivity)]
  linarith [cubic_lt hx]

/-- In a weak field the alignment is quadratic: divided by `x²` it tends to `1 / 15`
as `x` tends to zero from above. -/
theorem weak_field_limit :
    Tendsto (fun x => orderParameter x / x ^ 2) (𝓝[>] 0) (𝓝 (1 / 15)) := by
  have hcont : ContinuousAt (fun x : ℝ => 1 / (15 * cosh x)) 0 :=
    ContinuousAt.div continuousAt_const
      (continuousAt_const.mul Real.continuous_cosh.continuousAt) (by simp)
  have hlow : Tendsto (fun x : ℝ => 1 / (15 * cosh x)) (𝓝[>] 0)
      (𝓝 (1 / (15 * cosh 0))) := hcont.tendsto.mono_left nhdsWithin_le_nhds
  rw [Real.cosh_zero, mul_one] at hlow
  -- squeeze between the two bounds divided by `x²`
  refine tendsto_of_tendsto_of_tendsto_of_le_of_le' hlow tendsto_const_nhds ?_ ?_
  · filter_upwards [self_mem_nhdsWithin] with x hx
    have hx' : 0 < x := hx
    rw [le_div_iff₀ (by positivity), div_mul_eq_mul_div, one_mul]
    exact (orderParameter_bounds hx').1.le
  · filter_upwards [self_mem_nhdsWithin] with x hx
    have hx' : 0 < x := hx
    rw [div_le_iff₀ (by positivity)]
    linarith [(orderParameter_bounds hx').2]

/-- In a strong field the defect of alignment falls off as `3 / x`: the product
`x (1 - S(x))`, with `S` the alignment, tends to 3 as `x` tends to infinity. -/
theorem strong_field_limit :
    Tendsto (fun x => x * (1 - orderParameter x)) atTop (𝓝 3) := by
  have hsinh : Tendsto sinh atTop atTop := by
    refine tendsto_atTop_mono' atTop ?_ tendsto_id
    filter_upwards [eventually_gt_atTop (0 : ℝ)] with x hx
    exact (Real.self_lt_sinh_iff.2 hx).le
  have he : Tendsto (fun x : ℝ => exp (-x) / sinh x) atTop (𝓝 0) :=
    (Real.tendsto_exp_neg_atTop_nhds_zero).div_atTop hsinh
  have hi : Tendsto (fun x : ℝ => 1 / x) atTop (𝓝 0) :=
    tendsto_const_nhds.div_atTop tendsto_id
  have h : Tendsto (fun x : ℝ => 3 * (1 + exp (-x) / sinh x - 1 / x)) atTop
      (𝓝 (3 * (1 + 0 - 0))) := ((he.const_add 1).sub hi).const_mul 3
  rw [add_zero, sub_zero, mul_one] at h
  refine h.congr' ?_
  filter_upwards [eventually_gt_atTop (0 : ℝ)] with x hx
  have hs : sinh x ≠ 0 := (Real.sinh_pos_iff.2 hx).ne'
  have hx0 : x ≠ 0 := hx.ne'
  -- `coth x` differs from 1 by `exp (-x) / sinh x`
  rw [orderParameter_eq_langevin hx0, langevin, ← Real.cosh_sub_sinh]
  field_simp
  ring

end

end FieldAlignment
```

```lean
#print axioms FieldAlignment.orderParameter_mem_Ioo
#print axioms FieldAlignment.weak_field_limit
#print axioms FieldAlignment.strong_field_limit
```

```
'FieldAlignment.orderParameter_mem_Ioo' depends on axioms: [propext, Classical.choice, Quot.sound]
'FieldAlignment.weak_field_limit' depends on axioms: [propext, Classical.choice, Quot.sound]
'FieldAlignment.strong_field_limit' depends on axioms: [propext, Classical.choice, Quot.sound]
```

## From the integrals to the limits

`partition_integral` and `legendre_integral` supply the antiderivatives above, check them by differentiation, and apply the fundamental theorem of calculus. In the second, `generalize` replaces the exponentials by letters, leaving a rational identity for `field_simp` and `ring`. `orderParameter_eq_quotient` divides the two results, and `orderParameter_eq_langevin` rewrites the quotient with L.

The lemma `pos_of_hasDerivAt` is the argument used for the bounds on C, D and N: a differentiable function whose derivative is positive for x > 0 is strictly increasing on [0, ∞), so for x > 0 it exceeds its value 0 at the origin. The starting inequality sinh x > x is taken from Mathlib. `cubic_lt` applies it to C − x³/3. In `numerator_bounds`, `hN` is the derivative N′ = xC and `h1` is the statement D > 0; the two bounds on N follow as in the calculation above.

`orderParameter_bounds` clears the denominators and uses sinh x < x cosh x for the lower bound. `orderParameter_mem_Ioo` takes positivity from there and gets S < 1 from `cubic_lt`. The weak-field proof squeezes S/x² between 1/(15 cosh x) and 1/15, using the continuity of cosh at 0. The strong-field proof first shows that sinh x → ∞, since sinh x > x, and then takes the limit of the expression containing e⁻ˣ/sinh x.

## What happens at x = 0

Without a field the density is uniform, and

S(0) = ½ ∫ (3t² − 1)/2 dt = 0,

again with t from −1 to 1. So the strict inequality S > 0 needs x ≠ 0. The closed form needs it too: Lean sets division by zero to 0, so the right-hand side `1 - 3 * langevin x / x` evaluates to 1 at x = 0, while the average is 0. The sign of x is less important, since replacing t by −t shows that S is even.

## Numbers for a one-debye dipole

Take μ = 1 debye, E = 10⁸ V/m and T = 300 K. Then x ≈ 0.081, the mean of cos θ is about x/3 ≈ 0.027, and S ≈ x²/15 ≈ 4.3 · 10⁻⁴. The bounds say that x²/15 exceeds S by a factor of less than cosh x, here by less than 0.4 %.

The small-x form also matters in floating-point work. At x = 10⁻⁴ the term cosh x / sinh x is about 10⁴, and in double precision its rounding error can be near 10⁻¹². Dividing by x and multiplying by 3 turns this into about 3 · 10⁻⁸, whereas S itself is only about 7 · 10⁻¹⁰. A program that evaluates 1 − 3L(x)/x literally can therefore return a negative alignment there, while x²/15 is accurate.

In an equilibrated molecular dynamics run with a constant applied field, the alignment along the field can be computed as the average of (3 cos²θ − 1)/2 over molecules and frames, with θ the angle between a molecule's dipole and the field; S(x) is the value expected for rigid classical dipoles that do not interact.
